# Equal vacuum densities imply equal filled seas for finite-grid Hamiltonians without zero modes that differ by a scalar potential

Take a finite grid with a few spinor components at each point, a Hermitian Hamiltonian matrix H0, and H = H0 + v with v a scalar potential in the electrostatic sense: one real number at each point, multiplying all spinor components alike. In each case I fill every negative-energy level and call the projector onto the filled levels the sea: P0 for H0, P for H. The vacuum density is the diagonal of the sea, summed over spinor components.

The Hohenberg-Kohn argument I know compares ground states with the same number of electrons. Here a strong v can pull a level through zero, so P and P0 may hold different numbers of particles. Can I still conclude that different seas have different densities? And does the density then tell me the potential?

## The density fixes the sea, and the sea fixes the potential along links

Write D = P − P0, and let |H| be the matrix with the eigenvectors of H and the absolute values of its eigenvalues. Energies are measured from zero, which separates filled from empty levels. H and H0 are assumed invertible: no level sits exactly at zero, so there is no zero mode whose filling would be a matter of choice.

The answer to your first question is yes. Seas with different particle numbers have different densities at once, since the density summed over the grid is the particle number. The inequality below covers equal and unequal numbers together, because each sea is selected by the sign of the energy and not by a prescribed number of particles. The answer to the second is yes up to constants, one for each set of grid points connected through the sea.

**An exact identity.** P is Hermitian, P² = P, and HP = PH. On an eigenvector of energy ε, H − 2HP gives −ε if ε < 0 and ε otherwise, so

|H| = H − 2HP.

Expanding the square of D gives

D² = P + P0 − PP0 − P0P,
PD² = P − PP0P.

By cyclicity of the trace and HP = PH, both tr(HP0P) and tr(HPP0P) equal tr(HPP0). Therefore

tr(HD²) = tr(HP) + tr(HP0) − 2 tr(HPP0),
tr(HPD²) = tr(HP) − tr(HPP0).

Subtracting twice the second line from the first leaves

tr(|H|D²) = tr(HP0) − tr(HP) = −tr(HD).

The same calculation with the roles exchanged gives tr(|H0|D²) = tr(H0D). Adding the two and using v = H − H0,

tr(vD) = −tr(|H|D²) − tr(|H0|D²).

**The sign.** Let U hold the eigenvectors of H as columns, let ε_i be its eigenvalues, and put W = U†D. Since D† = D,

tr(|H|D²) = Σ_i |ε_i| Σ_j |W_ij|² ≥ 0.

The same holds for H0, so tr(vD) ≤ 0. If tr(vD) = 0, both nonnegative terms vanish. All |ε_i| are positive, so W = 0 and D = UW = 0. Conversely, D = 0 makes the trace zero.

**From density to sea.** Now let H0 = T + a and H = T + b, with a and b scalar potentials and T the common remainder. Let w(g) = b(g) − a(g) at grid point g, and let ρ_a and ρ_b be the two densities. Then

tr(vD) = Σ_g w(g) [ρ_b(g) − ρ_a(g)].

Equal densities make this zero, hence P = P0.

**From sea to potential.** The common sea P commutes with T + a and T + b, and so with their difference. For spinor components s and t, the matrix element of that commutator reads

[w(g) − w(g′)] P_(g,s),(g′,t) = 0.

Wherever the sea has a nonzero element between g and g′, w(g) = w(g′). Following a chain of such links carries the equality along.

**Why the links matter.** Take two points, one component, T = diag(−1, 1), a = (0, 0) and b = (0, 1). The Hamiltonians are diag(−1, 1) and diag(−1, 2). Both have sea diag(1, 0) and density (1, 0), yet b − a is 0 at one point and 1 at the other. Without any condition connecting the points, equal densities do not force the potentials to differ by a single constant.

## What the Lean statements say

`vacuum_response` takes Hermitian matrices `H0` and `H` with `H = H0 + v`, both invertible (`IsUnit`). It states the inequality and that equality holds exactly when `sea hH = sea h0`. The trace is a complex number; in the order used here, `≤ 0` says that it is real and nonpositive. In this theorem `v` need not be diagonal.

For the density, matrix indices are pairs in `G × S`, a grid point and a spinor component. `pot S a` is the real diagonal potential acting equally on all components, and `density` sums the diagonal of the sea over `S`, with no reference density subtracted. `T` stands for everything the two Hamiltonians share, such as a discretised kinetic and mass term; no Dirac structure is required of it.

`density_determines_sea` says that equal densities give equal seas. `density_determines_potential` adds a chain of `Linked` points, expressed by `Relation.ReflTransGen`, and concludes `b g - a g = b g' - a g'`.

This is a Hohenberg-Kohn statement for non-interacting particles in a finite matrix model. It contains no electron-electron interaction, universal functional, continuum limit or renormalisation. Within those limits, the density identifies the sea as long as only the scalar potential varies. A change of vector potential or of a mass term changes `T` and is not covered.

```lean
import Mathlib

open Matrix
open scoped ComplexOrder

namespace VacuumHohenbergKohn

noncomputable section

variable {n : Type*} [Fintype n] [DecidableEq n] {H H0 v : Matrix n n ℂ}

/-- The function `f` of a Hermitian matrix: same eigenvectors, eigenvalues `f(ε)`. -/
def spectralFn (hH : H.IsHermitian) (f : ℝ → ℝ) : Matrix n n ℂ :=
  (hH.eigenvectorUnitary : Matrix n n ℂ) *
    diagonal (fun i => ((f (hH.eigenvalues i) : ℝ) : ℂ)) *
    (hH.eigenvectorUnitary : Matrix n n ℂ)ᴴ

/-- The filled sea: the projector onto all eigenvectors of negative energy. -/
def sea (hH : H.IsHermitian) : Matrix n n ℂ :=
  spectralFn hH (fun x => if x < 0 then 1 else 0)

/-- The absolute value `|H|` of a Hamiltonian. -/
def absH (hH : H.IsHermitian) : Matrix n n ℂ := spectralFn hH (fun x => |x|)

/-- The identity function of a Hamiltonian is the Hamiltonian itself. -/
theorem spectralFn_id (hH : H.IsHermitian) : spectralFn hH (fun x => x) = H :=
  (hH.spectral_theorem.trans (Unitary.conjStarAlgAut_apply _ _)).symm

/-- Functions of one Hamiltonian multiply pointwise on its spectrum. -/
theorem spectralFn_mul (hH : H.IsHermitian) (f g : ℝ → ℝ) :
    spectralFn hH f * spectralFn hH g = spectralFn hH (fun x => f x * g x) := by
  have hU : (hH.eigenvectorUnitary : Matrix n n ℂ)ᴴ *
      (hH.eigenvectorUnitary : Matrix n n ℂ) = 1 :=
    mem_unitaryGroup_iff'.1 hH.eigenvectorUnitary.2
  simp only [spectralFn, Complex.ofReal_mul]
  rw [← diagonal_mul_diagonal]
  generalize (hH.eigenvectorUnitary : Matrix n n ℂ) = U at hU ⊢
  simp only [Matrix.mul_assoc]
  rw [← Matrix.mul_assoc Uᴴ U, hU, Matrix.one_mul]

/-- The filled sea is a Hermitian projector that commutes with its Hamiltonian. -/
theorem sea_projector (hH : H.IsHermitian) :
    (sea hH)ᴴ = sea hH ∧ sea hH * sea hH = sea hH ∧ H * sea hH = sea hH * H := by
  refine ⟨?_, ?_, ?_⟩
  · have herm : ∀ f : ℝ → ℝ, (spectralFn hH f)ᴴ = spectralFn hH f := by
      intro f
      have hd : star (fun i => ((f (hH.eigenvalues i) : ℝ) : ℂ)) =
          fun i => ((f (hH.eigenvalues i) : ℝ) : ℂ) := by
        funext i
        exact Complex.conj_ofReal _
      simp only [spectralFn, conjTranspose_mul, conjTranspose_conjTranspose,
        diagonal_conjTranspose, hd, Matrix.mul_assoc]
    exact herm _
  · rw [sea, spectralFn_mul]
    congr 1
    funext x
    by_cases h : x < 0 <;> simp [h]
  · have h : spectralFn hH (fun x => x) * sea hH = sea hH * spectralFn hH (fun x => x) := by
      rw [sea, spectralFn_mul, spectralFn_mul]
      congr 1
      funext x
      exact mul_comm _ _
    rwa [spectralFn_id] at h

/-- Reversing the sign of the energies in the filled sea `P` gives `|H| = H - 2HP`. -/
theorem absH_eq (hH : H.IsHermitian) :
    absH hH = H - (H * sea hH + H * sea hH) := by
  have hadd : ∀ f g : ℝ → ℝ,
      spectralFn hH f + spectralFn hH g = spectralFn hH (fun x => f x + g x) := by
    intro f g
    simp only [spectralFn, Complex.ofReal_add]
    rw [← diagonal_add, Matrix.mul_add, Matrix.add_mul]
  have h : absH hH + (spectralFn hH (fun x => x) * sea hH +
      spectralFn hH (fun x => x) * sea hH) = spectralFn hH (fun x => x) := by
    rw [absH, sea, spectralFn_mul, hadd, hadd]
    congr 1
    funext x
    by_cases hx : x < 0
    · simp only [hx, if_true, abs_of_neg hx]
      ring
    · simp only [hx, if_false, abs_of_nonneg (not_lt.1 hx)]
      ring
  rw [spectralFn_id] at h
  exact eq_sub_of_add_eq h

/-- For an invertible Hamiltonian, `tr(|H| D D†)` is nonnegative, and it vanishes only
for `D = 0`. -/
theorem trace_absH_pos (hH : H.IsHermitian) (hu : IsUnit H) (D : Matrix n n ℂ) :
    0 ≤ trace (absH hH * (D * Dᴴ)) ∧ (trace (absH hH * (D * Dᴴ)) = 0 → D = 0) := by
  have hU : (hH.eigenvectorUnitary : Matrix n n ℂ) *
      (hH.eigenvectorUnitary : Matrix n n ℂ)ᴴ = 1 :=
    mem_unitaryGroup_iff.1 hH.eigenvectorUnitary.2
  have hne : ∀ i, hH.eigenvalues i ≠ 0 := by
    intro i hi
    apply ((Matrix.isUnit_iff_isUnit_det H).1 hu).ne_zero
    rw [hH.det_eq_prod_eigenvalues]
    exact Finset.prod_eq_zero (Finset.mem_univ i) (by simp [hi])
  unfold absH spectralFn
  generalize (hH.eigenvectorUnitary : Matrix n n ℂ) = U at hU ⊢
  generalize hH.eigenvalues = e at hne ⊢
  -- in the eigenbasis the trace is a weighted sum of squares
  have key : trace (U * diagonal (fun i => ((|e i| : ℝ) : ℂ)) * Uᴴ * (D * Dᴴ)) =
      ((∑ i, |e i| * ∑ j, Complex.normSq ((Uᴴ * D) i j) : ℝ) : ℂ) := by
    have hW : ∀ W : Matrix n n ℂ,
        trace (diagonal (fun i => ((|e i| : ℝ) : ℂ)) * (W * Wᴴ)) =
        ((∑ i, |e i| * ∑ j, Complex.normSq (W i j) : ℝ) : ℂ) := by
      intro W
      rw [trace, Complex.ofReal_sum]
      refine Finset.sum_congr rfl fun i _ => ?_
      rw [diag_apply, diagonal_mul, Matrix.mul_apply, Complex.ofReal_mul,
        Complex.ofReal_sum]
      congr 1
      exact Finset.sum_congr rfl fun j _ => Complex.mul_conj (W i j)
    rw [← hW, Matrix.mul_assoc, Matrix.mul_assoc, trace_mul_comm]
    simp only [conjTranspose_mul, conjTranspose_conjTranspose, Matrix.mul_assoc]
  have hs : ∀ i, 0 ≤ ∑ j, Complex.normSq ((Uᴴ * D) i j) :=
    fun i => Finset.sum_nonneg fun j _ => Complex.normSq_nonneg _
  have ht : ∀ i ∈ Finset.univ, 0 ≤ |e i| * ∑ j, Complex.normSq ((Uᴴ * D) i j) :=
    fun i _ => mul_nonneg (abs_nonneg _) (hs i)
  rw [key]
  refine ⟨Complex.zero_le_real.2 (Finset.sum_nonneg ht), fun h0 => ?_⟩
  have h1 := (Finset.sum_eq_zero_iff_of_nonneg ht).1 (Complex.ofReal_eq_zero.1 h0)
  have hz : Uᴴ * D = 0 := by
    ext i j
    have h2 := (mul_eq_zero.1 (h1 i (Finset.mem_univ i))).resolve_left
      (abs_ne_zero.2 (hne i))
    exact Complex.normSq_eq_zero.1 ((Finset.sum_eq_zero_iff_of_nonneg
      fun j _ => Complex.normSq_nonneg _).1 h2 j (Finset.mem_univ j))
  rw [← Matrix.one_mul D, ← hU, Matrix.mul_assoc, hz, Matrix.mul_zero]

/-- Exact response identity for `H = H0 + v` with seas `P` and `P0`:
`tr(v(P - P0)) = -(tr(|H|(P - P0)²) + tr(|H0|(P - P0)²))`. -/
theorem response_identity (h0 : H0.IsHermitian) (hH : H.IsHermitian) (hv : H = H0 + v) :
    trace (v * (sea hH - sea h0)) =
      -(trace (absH hH * ((sea hH - sea h0) * (sea hH - sea h0))) +
        trace (absH h0 * ((sea hH - sea h0) * (sea hH - sea h0)))) := by
  have key : ∀ A P Q : Matrix n n ℂ, P * P = P → Q * Q = Q → A * P = P * A →
      trace ((A - (A * P + A * P)) * ((Q - P) * (Q - P))) = trace (A * (Q - P)) := by
    intro A P Q hP hQ hA
    have d : (Q - P) * (Q - P) = Q + P - Q * P - P * Q := by
      calc (Q - P) * (Q - P) = Q * Q + P * P - Q * P - P * Q := by noncomm_ring
        _ = _ := by rw [hP, hQ]
    have p : P * (Q + P - Q * P - P * Q) = P - P * Q * P := by
      calc P * (Q + P - Q * P - P * Q) = P * Q + P * P - P * Q * P - P * P * Q := by
            noncomm_ring
        _ = _ := by rw [hP]; abel
    have e : (A - (A * P + A * P)) * ((Q - P) * (Q - P)) =
        A * (Q - P) - A * P * Q - A * Q * P + (A * P * Q * P + A * P * Q * P) := by
      rw [d]
      calc _ = A * (Q + P - Q * P - P * Q) - (A * (P * (Q + P - Q * P - P * Q)) +
            A * (P * (Q + P - Q * P - P * Q))) := by noncomm_ring
        _ = _ := by rw [p]; noncomm_ring
    -- cyclicity of the trace removes the mixed terms
    have t1 : trace (A * Q * P) = trace (A * P * Q) := by
      rw [trace_mul_comm, ← Matrix.mul_assoc, ← hA]
    have t2 : trace (A * P * Q * P) = trace (A * P * Q) := by
      rw [trace_mul_comm, ← Matrix.mul_assoc, ← Matrix.mul_assoc, ← hA,
        Matrix.mul_assoc A P P, hP]
    rw [e, trace_add, trace_sub, trace_sub, trace_add, t1, t2]
    ring
  obtain ⟨-, hP, hc⟩ := sea_projector hH
  obtain ⟨-, hP0, hc0⟩ := sea_projector h0
  have k1 := key H (sea hH) (sea h0) hP hP0 hc
  have k2 := key H0 (sea h0) (sea hH) hP0 hP hc0
  rw [← absH_eq] at k1 k2
  have hsq : (sea h0 - sea hH) * (sea h0 - sea hH) =
      (sea hH - sea h0) * (sea hH - sea h0) := by noncomm_ring
  have hv' : v = H - H0 := eq_sub_of_add_eq' hv.symm
  rw [hsq] at k1
  rw [k1, k2, ← trace_add, ← trace_neg, hv']
  congr 1
  noncomm_ring

/-- If `H0` and `H = H0 + v` are invertible and Hermitian with filled seas `P0` and `P`,
then `tr(v(P - P0)) ≤ 0`, with equality exactly when `P = P0`. -/
theorem vacuum_response (h0 : H0.IsHermitian) (hH : H.IsHermitian) (hv : H = H0 + v)
    (u0 : IsUnit H0) (u : IsUnit H) :
    trace (v * (sea hH - sea h0)) ≤ 0 ∧
      (trace (v * (sea hH - sea h0)) = 0 ↔ sea hH = sea h0) := by
  have hD : (sea hH - sea h0)ᴴ = sea hH - sea h0 := by
    rw [conjTranspose_sub, (sea_projector hH).1, (sea_projector h0).1]
  have a := trace_absH_pos hH u (sea hH - sea h0)
  have b := trace_absH_pos h0 u0 (sea hH - sea h0)
  rw [hD] at a b
  refine ⟨?_, fun h => ?_, fun h => by rw [h, sub_self, Matrix.mul_zero, trace_zero]⟩
  · rw [response_identity h0 hH hv]
    exact neg_nonpos.2 (add_nonneg a.1 b.1)
  · rw [response_identity h0 hH hv, neg_eq_zero] at h
    exact sub_eq_zero.1 (a.2 ((add_eq_zero_iff_of_nonneg a.1 b.1).1 h).1)

variable {G S : Type*} [Fintype G] [DecidableEq G] [Fintype S] [DecidableEq S]
  {T : Matrix (G × S) (G × S) ℂ} {a b : G → ℝ}

/-- A scalar potential on the grid `G`, acting equally on all spinor components `S`. -/
def pot (S : Type*) [DecidableEq S] (a : G → ℝ) : Matrix (G × S) (G × S) ℂ :=
  diagonal (fun p => (a p.1 : ℂ))

/-- The vacuum density at a grid point: the diagonal of the filled sea, summed over
spinor components. -/
def density {K : Matrix (G × S) (G × S) ℂ} (hK : K.IsHermitian) (g : G) : ℂ :=
  ∑ s, sea hK (g, s) (g, s)

/-- Hohenberg-Kohn theorem for the vacuum: if two scalar potentials added to the same `T`
give invertible Hermitian Hamiltonians with equal vacuum densities, the filled seas are equal. -/
theorem density_determines_sea (ha : (T + pot S a).IsHermitian)
    (hb : (T + pot S b).IsHermitian) (ua : IsUnit (T + pot S a))
    (ub : IsUnit (T + pot S b)) (hρ : density hb = density ha) : sea hb = sea ha := by
  have hv : T + pot S b = T + pot S a + (pot S b - pot S a) := by abel
  refine (vacuum_response ha hb hv ua ub).2.1 ?_
  have hd : pot S b - pot S a =
      diagonal (fun p : G × S => (b p.1 : ℂ) - (a p.1 : ℂ)) := by
    simp only [pot, diagonal_sub]
  -- the trace only sees the difference of the densities
  rw [hd]
  simp only [trace, diag_apply, diagonal_mul, Matrix.sub_apply, Fintype.sum_prod_type,
    ← Finset.mul_sum, Finset.sum_sub_distrib]
  refine Finset.sum_eq_zero fun g _ => ?_
  have h := congrFun hρ g
  simp only [density] at h
  rw [h, sub_self, mul_zero]

/-- Two grid points are linked if the filled sea has a nonzero matrix element between them. -/
def Linked {K : Matrix (G × S) (G × S) ℂ} (hK : K.IsHermitian) (g g' : G) : Prop :=
  ∃ s t, sea hK (g, s) (g', t) ≠ 0

/-- If two scalar potentials added to the same `T` give invertible Hermitian Hamiltonians with
equal vacuum densities, they differ by the same constant at any two grid points joined by a
chain of links. -/
theorem density_determines_potential (ha : (T + pot S a).IsHermitian)
    (hb : (T + pot S b).IsHermitian) (ua : IsUnit (T + pot S a))
    (ub : IsUnit (T + pot S b)) (hρ : density hb = density ha) {g g' : G}
    (hg : Relation.ReflTransGen (Linked ha) g g') : b g - a g = b g' - a g' := by
  have ca := (sea_projector ha).2.2
  have cb := (sea_projector hb).2.2
  rw [density_determines_sea ha hb ua ub hρ] at cb
  -- the common sea commutes with the difference of the potentials
  have hc : (pot S b - pot S a) * sea ha = sea ha * (pot S b - pot S a) := by
    calc _ = (T + pot S b) * sea ha - (T + pot S a) * sea ha := by noncomm_ring
      _ = sea ha * (T + pot S b) - sea ha * (T + pot S a) := by rw [ca, cb]
      _ = _ := by noncomm_ring
  have hd : pot S b - pot S a =
      diagonal (fun p : G × S => (b p.1 : ℂ) - (a p.1 : ℂ)) := by
    simp only [pot, diagonal_sub]
  rw [hd] at hc
  induction hg with
  | refl => rfl
  | @tail x y _ hxy ih =>
    obtain ⟨s, t, hst⟩ := hxy
    have h := congrFun (congrFun hc (x, s)) (y, t)
    rw [diagonal_mul, mul_diagonal, mul_comm] at h
    have h' := mul_left_cancel₀ hst h
    exact ih.trans (by exact_mod_cast h')

end

end VacuumHohenbergKohn
```

```lean
#print axioms VacuumHohenbergKohn.density_determines_potential
```

```
'VacuumHohenbergKohn.density_determines_potential' depends on axioms: [propext, Classical.choice, Quot.sound]
```

## From spectral functions to the potential

`spectralFn` builds a function of a Hamiltonian from its eigenvectors and eigenvalues. `spectralFn_id` recovers H from the identity function, and `spectralFn_mul` turns matrix products into pointwise products on the spectrum. `sea_projector` proves that P is Hermitian directly from the definition and uses these two lemmas for P² = P and HP = PH. With the same lemmas, `absH_eq` obtains |H| = H − 2HP by treating negative and nonnegative energies separately.

`trace_absH_pos` is the sign argument. Its `key` step writes the trace as the weighted sum of squares; the determinant, as a product of eigenvalues, shows that none of them is zero. The lemma is stated for D D† with any matrix D, and `vacuum_response` applies it to the Hermitian difference of the seas.

In `response_identity`, the inner `key` is the trace calculation for a matrix A commuting with a projector P, compared with a second projector Q. The steps `d` and `p` expand the square and its product with P, while `t1` and `t2` use cyclicity. Applying `key` once to each Hamiltonian and adding gives the identity. `vacuum_response` then combines it with the two sign results.

`density_determines_sea` rewrites the trace as a sum over grid points and uses the equal densities to make every term zero. `density_determines_potential` first derives the commutation relation `hc`. It then proceeds by induction along the chain: at each new link it reads off one matrix element and cancels the nonzero sea element.
